# Cancellation of the q = 4 ligand field in a square antiprism, for axial factors equal on both squares

Suppose the ligand field of a square antiprismatic complex, with $z$ along the fourfold axis, is set up by copying the parameter list of a square prism. The list then contains a $q=4$ term of rank 4, which couples the $d$ orbitals with $m=2$ and $m=-2$. If its coefficient is nonzero, the calculation splits the pair $d_{xy}$, $d_{x^2-y^2}$, although these two are degenerate in ideal $D_{4d}$ symmetry. Striking out every $q=4$ term is harmless within a single $d^n$ or $f^n$ configuration, where terms of odd rank have no matrix elements. But the rank-5 term survives in the antiprism, and it can mix configurations of opposite parity, such as $f^n$ and $f^{n-1}d$. The problems below separate the two cases for identical ligands on two ideal rings, each ligand acting with axial symmetry about its line to the metal. In such a model they show which $q=4$ parameters should be absent from a fit.

```lean
import Mathlib

open Complex
open scoped Real

namespace AntiprismCancellation

noncomputable section
```

## Two rings and their sums

Place $N\ge 1$ ligands at equal angular steps on a ring and rotate the ring by an angle $\varphi$. For an integer $q$, its phase sum is

$$S_N(q,\varphi)=\sum_{j=0}^{N-1} e^{iq(2\pi j/N+\varphi)} .$$

In Lean this is `ringSum N q φ`. The index $j$ runs over `Finset.range N`, that is, from $0$ to $N-1$, and at $\varphi=0$ the first ligand lies on the $x$ axis.

```lean
/-- Sum of the phases `exp(i q angle)` over `N` ligands equally spaced on a ring that is
rotated by the angle `φ`, for `N ≥ 1`. -/
def ringSum (N : ℕ) (q : ℤ) (φ : ℝ) : ℂ :=
  ∑ j ∈ Finset.range N, exp (I * q * (2 * π * j / N + φ))
```

Now take two such rings of radius $\rho$, one at height $h$ and one at height $-h$, with the lower ring twisted by $\varphi$. A solid harmonic with azimuthal index $q\ge 0$ is $(x+iy)^q$ times a factor that depends on $z$ and $x^2+y^2$. Since $x^2+y^2=\rho^2$ at every ligand, only a function $g(z)$ remains. The ligand moment is

$$M_{N,q}=\sum_{\text{ligands}} g(z)\,(x+iy)^q .$$

For a harmonic of rank $k$, $g$ is even in $z$ when $k-q$ is even and odd when $k-q$ is odd. At $q=4$, ranks 4 and 6 are therefore even and rank 5 is odd.

In Lean, `ligandMoment` takes `g : ℝ → ℂ` as an arbitrary function, and the theorems assume its parity only at the two heights $\pm h$. All ligands carry the same weight, so mixed ligands, unequal radii and distorted rings are not covered. That a crystal-field parameter is proportional to such a moment (or to its complex conjugate, depending on convention) is a physical assumption: the ligand contributions are additive, identical and axially symmetric about each metal–ligand line, with the metal at the origin. It does not enter the proofs.

```lean
/-- Sum of `g(z) (x + i y)^q` over two rings of `N ≥ 1` ligands with radius `ρ`, at heights
`h` and `-h`, the lower ring being twisted by `φ`. -/
def ligandMoment (N q : ℕ) (g : ℝ → ℂ) (ρ h φ : ℝ) : ℂ :=
  ∑ j ∈ Finset.range N, (g h * (ρ * exp (I * (2 * π * j / N))) ^ q
    + g (-h) * (ρ * exp (I * (2 * π * j / N + φ))) ^ q)
```

## (a) One rotated ring

**Task.** Show that for $N\ge1$ and every integer $q$

$$S_N(q,\varphi)=\begin{cases}N e^{iq\varphi} & N\mid q,\\ 0 & \text{otherwise.}\end{cases}$$

**Solution.** Put $\omega=e^{2\pi i q/N}$. The rotation factors out:

$$S_N(q,\varphi)=e^{iq\varphi}\sum_{j=0}^{N-1}\omega^j .$$

If $q=Nm$, then $\omega=e^{2\pi i m}=1$ and the sum is $N$. If $N\nmid q$, then $\omega\neq1$, because $\omega=1$ would make $q/N$ an integer. Moreover $\omega^N=e^{2\pi i q}=1$, so

$$(\omega-1)\sum_{j=0}^{N-1}\omega^j=\omega^N-1=0,$$

and the sum vanishes.

In the proof, `hsum` is the factorisation, `hz` says $\omega-1\ne0$ and `hp` says $\omega^N=1$. The lemma `geom_sum_mul` supplies the last identity. Each statement that an exponential equals 1 goes through `Complex.exp_eq_one_iff`, which turns it into an integer multiple of $2\pi i$.

```lean
/-- A ring rotated by `φ` has phase sum `N exp(i q φ)` if `N` divides `q`, and zero otherwise. -/
theorem ringSum_eq {N : ℕ} (hN : 0 < N) (q : ℤ) (φ : ℝ) :
    ringSum N q φ = if (N : ℤ) ∣ q then N * exp (I * q * φ) else 0 := by
  have hN' : (N : ℂ) ≠ 0 := by exact_mod_cast hN.ne'
  have hNN : (N : ℂ) * (N : ℂ)⁻¹ = 1 := mul_inv_cancel₀ hN'
  -- the rotation factors out and leaves a geometric sum
  have hsum : ringSum N q φ
      = exp (I * q * φ) * ∑ j ∈ Finset.range N, exp (I * q * (2 * π / N)) ^ j := by
    rw [ringSum, Finset.mul_sum]
    refine Finset.sum_congr rfl fun j _ => ?_
    rw [← Complex.exp_nat_mul, ← Complex.exp_add]
    congr 1
    ring
  split_ifs with h
  · obtain ⟨m, rfl⟩ := h
    have h1 : exp (I * ((N * m : ℤ) : ℂ) * (2 * π / N)) = 1 := by
      refine Complex.exp_eq_one_iff.2 ⟨m, ?_⟩
      push_cast
      linear_combination (I * m * 2 * π) * hNN
    rw [hsum, h1]
    simp only [one_pow, Finset.sum_const, Finset.card_range, nsmul_eq_mul, mul_one]
    ring
  · have hz : exp (I * q * (2 * π / N)) - 1 ≠ 0 := by
      intro h0
      obtain ⟨n, hn⟩ := Complex.exp_eq_one_iff.1 (sub_eq_zero.1 h0)
      apply h
      refine ⟨n, ?_⟩
      have hc : (q : ℂ) = N * n := by
        apply mul_right_cancel₀ Complex.two_pi_I_ne_zero
        linear_combination (N : ℂ) * hn - (I * q * 2 * π) * hNN
      exact_mod_cast hc
    have hp : exp (I * q * (2 * π / N)) ^ N = 1 := by
      rw [← Complex.exp_nat_mul]
      refine Complex.exp_eq_one_iff.2 ⟨q, ?_⟩
      linear_combination (I * q * 2 * π) * hNN
    have hg := geom_sum_mul (exp (I * q * (2 * π / N))) N
    rw [hp, sub_self] at hg
    rw [hsum, (mul_eq_zero.1 hg).resolve_right hz, mul_zero]
```

## (b) A ring turned by half a step

**Task.** Show that for $N\ge1$

$$S_N(q,\pi/N)=\begin{cases}N & 2N\mid q,\\ -N & N\mid q,\ 2N\nmid q,\\ 0 & N\nmid q.\end{cases}$$

**Solution.** By (a) only $q=Nm$ contributes, and then

$$S_N(Nm,\pi/N)=N e^{iNm\pi/N}=N e^{i\pi m}.$$

For $m=2k$ we have $q=2Nk$ and the phase is $e^{2\pi i k}=1$. For $m=2k+1$ it is $e^{2\pi i k}e^{i\pi}=-1$.

Lean treats $2N\mid q$ first. In the remaining case with $N\mid q$, `Int.even_or_odd'` splits $m$ by parity. An even $m$ contradicts $2N\nmid q$, and an odd $m$ gives the minus sign.

```lean
/-- A ring rotated by half a step, `π/N`, has phase sum `N` if `2N` divides `q`, `-N` if only
`N` divides `q`, and zero otherwise. -/
theorem ringSum_staggered {N : ℕ} (hN : 0 < N) (q : ℤ) :
    ringSum N q (π / N)
      = if (2 * N : ℤ) ∣ q then (N : ℂ) else if (N : ℤ) ∣ q then -(N : ℂ) else 0 := by
  have hN' : (N : ℂ) ≠ 0 := by exact_mod_cast hN.ne'
  have hNN : (N : ℂ) * (N : ℂ)⁻¹ = 1 := mul_inv_cancel₀ hN'
  have hs := ringSum_eq hN q (π / N)
  by_cases h2 : (2 * N : ℤ) ∣ q
  · rw [if_pos (dvd_trans (dvd_mul_left _ _) h2)] at hs
    rw [hs, if_pos h2]
    obtain ⟨k, rfl⟩ := h2
    rw [Complex.exp_eq_one_iff.2 ⟨k, by
      push_cast
      linear_combination (I * 2 * k * π) * hNN⟩, mul_one]
  · rw [if_neg h2]
    by_cases h1 : (N : ℤ) ∣ q
    · rw [if_pos h1] at hs
      rw [hs, if_pos h1]
      obtain ⟨m, rfl⟩ := h1
      -- here `m` must be odd, and the half step gives the phase `-1`
      rcases Int.even_or_odd' m with ⟨k, rfl | rfl⟩
      · exact absurd ⟨k, by ring⟩ h2
      · have he : I * ((N * (2 * k + 1) : ℤ) : ℂ) * ((π / N : ℝ) : ℂ)
            = k * (2 * π * I) + π * I := by
          push_cast
          linear_combination (I * (2 * k + 1) * π) * hNN
        rw [he, Complex.exp_add, Complex.exp_pi_mul_I, Complex.exp_eq_one_iff.2 ⟨k, rfl⟩]
        ring
    · rw [hs, if_neg h1, if_neg h1]
```

## (c) Adding the staggered rings

**Task.** Show that for $N\ge1$

$$S_N(q,0)+S_N(q,\pi/N)=\begin{cases}2N & 2N\mid q,\\ 0 & \text{otherwise.}\end{cases}$$

**Solution.** By (a), the unrotated ring gives $N$ if $N\mid q$ and $0$ if not. Adding (b) leaves three cases:

- $2N\mid q$: $N+N=2N$.
- $N\mid q$ but $2N\nmid q$: $N-N=0$.
- $N\nmid q$: $0+0=0$.

The two nested `by_cases` are these three lines. The smallest case, $N=1$, is a pair of ligands at angles $0$ and $\pi$, with sum $1+(-1)^q$.

```lean
/-- Antiprism cancellation: the phase sum over two rings staggered by `π/N` is `2N` if `2N`
divides `q`, and zero otherwise. -/
theorem antiprism_sum {N : ℕ} (hN : 0 < N) (q : ℤ) :
    ringSum N q 0 + ringSum N q (π / N) = if (2 * N : ℤ) ∣ q then 2 * (N : ℂ) else 0 := by
  have h0 := ringSum_eq hN q 0
  simp only [ofReal_zero, mul_zero, Complex.exp_zero, mul_one] at h0
  rw [h0, ringSum_staggered hN]
  by_cases h2 : (2 * N : ℤ) ∣ q
  · have h1 : (N : ℤ) ∣ q := dvd_trans (dvd_mul_left _ _) h2
    simp only [if_pos h1, if_pos h2]
    ring
  · by_cases h1 : (N : ℤ) ∣ q
    · simp only [if_pos h1, if_neg h2]
      ring
    · simp only [if_neg h1, if_neg h2, add_zero]
```

## (d) Subtracting them

**Task.** Show that for $N\ge1$

$$S_N(q,0)-S_N(q,\pi/N)=\begin{cases}2N & N\mid q,\ 2N\nmid q,\\ 0 & \text{otherwise.}\end{cases}$$

**Solution.** The same three cases now give $N-N=0$, $N-(-N)=2N$ and $0-0=0$. The values of $q$ that cancelled in the middle case of (c) are exactly those that survive here. The Lean proof has the same structure as the previous one.

```lean
/-- When the staggered rings enter with opposite signs, the phase sum is `2N` if `N` but not
`2N` divides `q`, and zero otherwise. -/
theorem antiprism_difference {N : ℕ} (hN : 0 < N) (q : ℤ) :
    ringSum N q 0 - ringSum N q (π / N)
      = if (N : ℤ) ∣ q ∧ ¬ (2 * N : ℤ) ∣ q then 2 * (N : ℂ) else 0 := by
  have h0 := ringSum_eq hN q 0
  simp only [ofReal_zero, mul_zero, Complex.exp_zero, mul_one] at h0
  rw [h0, ringSum_staggered hN]
  by_cases h2 : (2 * N : ℤ) ∣ q
  · have h1 : (N : ℤ) ∣ q := dvd_trans (dvd_mul_left _ _) h2
    rw [if_neg (fun h : (N : ℤ) ∣ q ∧ ¬ (2 * N : ℤ) ∣ q => h.2 h2), if_pos h1, if_pos h2,
      sub_self]
  · by_cases h1 : (N : ℤ) ∣ q
    · rw [if_pos (And.intro h1 h2), if_pos h1, if_neg h2, if_pos h1]
      ring
    · rw [if_neg (fun h : (N : ℤ) ∣ q ∧ ¬ (2 * N : ℤ) ∣ q => h1 h.1), if_neg h1, if_neg h2,
        if_neg h1, sub_self]
```

## (e) Which twists cancel q = N

**Task.** Show that for $N\ge1$ and real $\varphi$

$$S_N(N,0)+S_N(N,\varphi)=0\iff \varphi=\frac{(2n+1)\pi}{N}\ \text{for some integer } n .$$

**Solution.** By (a) the left side is $N(1+e^{iN\varphi})$. If it vanishes, then $e^{iN\varphi}=-1$, hence $e^{i(N\varphi+\pi)}=1$ and $N\varphi+\pi=2\pi n$ for some integer $n$. This gives

$$\varphi=\frac{(2(n-1)+1)\pi}{N},$$

an odd multiple of $\pi/N$. Conversely, $\varphi=(2n+1)\pi/N$ gives $e^{iN\varphi}=e^{2\pi i n}e^{i\pi}=-1$.

The shift from $n$ to $n-1$ appears in Lean as the witness `n - 1`. The step from a complex equation to one between real angles is `Complex.ofReal_injective`. For two squares, the sum vanishes at a twist of $45^\circ$ but not at $44^\circ$.

```lean
/-- The `q = N` phase sum of two rings with relative twist `φ` vanishes exactly when `φ` is an
odd multiple of `π/N`. -/
theorem cancellation_iff_twist {N : ℕ} (hN : 0 < N) (φ : ℝ) :
    ringSum N N 0 + ringSum N N φ = 0 ↔ ∃ n : ℤ, φ = (2 * n + 1) * π / N := by
  have hN' : (N : ℂ) ≠ 0 := by exact_mod_cast hN.ne'
  have hNr : (N : ℝ) ≠ 0 := by exact_mod_cast hN.ne'
  have hNN : (N : ℂ) * (N : ℂ)⁻¹ = 1 := mul_inv_cancel₀ hN'
  have h0 := ringSum_eq hN N 0
  have h1 := ringSum_eq hN N φ
  rw [if_pos (dvd_refl _)] at h0 h1
  simp only [ofReal_zero, mul_zero, Complex.exp_zero, mul_one] at h0
  rw [h0, h1]
  constructor
  · intro h
    have he : exp (I * ((N : ℤ) : ℂ) * φ + π * I) = 1 := by
      rw [Complex.exp_add, Complex.exp_pi_mul_I]
      apply mul_left_cancel₀ hN'
      linear_combination -h
    obtain ⟨n, hn⟩ := Complex.exp_eq_one_iff.1 he
    have hc : ((N * φ : ℝ) : ℂ) = (((2 * (n - 1) + 1) * π : ℝ) : ℂ) := by
      apply mul_right_cancel₀ I_ne_zero
      push_cast at hn ⊢
      linear_combination hn
    have hr := Complex.ofReal_injective hc
    refine ⟨n - 1, ?_⟩
    rw [eq_div_iff hNr]
    push_cast
    linear_combination hr
  · rintro ⟨n, rfl⟩
    have he : I * ((N : ℤ) : ℂ) * (((2 * n + 1) * π / N : ℝ) : ℂ)
        = n * (2 * π * I) + π * I := by
      push_cast
      linear_combination (I * (2 * n + 1) * π) * hNN
    rw [he, Complex.exp_add, Complex.exp_pi_mul_I, Complex.exp_eq_one_iff.2 ⟨n, rfl⟩]
    ring
```

## (f) From phases to positions

**Task.** Show that

$$M_{N,q}=\rho^q\left[g(h)\,S_N(q,0)+g(-h)\,S_N(q,\varphi)\right].$$

**Solution.** A ligand at azimuth $\alpha$ has $x+iy=\rho e^{i\alpha}$, so $(x+iy)^q=\rho^q e^{iq\alpha}$. On the upper ring $\alpha=2\pi j/N$ and the weight is $g(h)$. On the lower ring $\alpha=2\pi j/N+\varphi$ and the weight is $g(-h)$. Summing over $j$ and taking out the constants gives the claim.

The power rule is `hp` in the proof. The rest moves constants through finite sums and compares them term by term.

```lean
/-- The ligand moment is `ρ^q` times the phase sums of the two rings, weighted by the axial
factor at their heights. -/
theorem ligandMoment_eq (N q : ℕ) (g : ℝ → ℂ) (ρ h φ : ℝ) :
    ligandMoment N q g ρ h φ
      = (ρ : ℂ) ^ q * (g h * ringSum N q 0 + g (-h) * ringSum N q φ) := by
  have hp : ∀ x : ℂ, (ρ * exp (I * x)) ^ q = (ρ : ℂ) ^ q * exp (I * ((q : ℤ) : ℂ) * x) := by
    intro x
    rw [mul_pow, ← Complex.exp_nat_mul]
    congr 2
    push_cast
    ring
  unfold ligandMoment ringSum
  rw [Finset.mul_sum, Finset.mul_sum, ← Finset.sum_add_distrib, Finset.mul_sum]
  refine Finset.sum_congr rfl fun j _ => ?_
  rw [hp, hp]
  simp only [ofReal_zero, add_zero]
  ring
```

## (g) The square antiprism with an even factor

**Task.** Let $N=q=4$, $\varphi=\pi/4$ and $g(-h)=g(h)$. Show that

$$M_{4,4}=0 .$$

**Solution.** By (f),

$$M_{4,4}=\rho^4 g(h)\left[S_4(4,0)+S_4(4,\pi/4)\right].$$

The twist is $\pi/4=(2\cdot0+1)\pi/4$, so the bracket vanishes by (e) with $n=0$. Lean supplies the same witness, `0`. This removes the $q=4$ terms of ranks 4 and 6.

```lean
/-- In a square antiprism the `q = 4` ligand moment vanishes for every axial factor that takes
equal values on the two squares. -/
theorem square_antiprism_even (g : ℝ → ℂ) (ρ h : ℝ) (hg : g (-h) = g h) :
    ligandMoment 4 4 g ρ h (π / 4) = 0 := by
  have hs := (cancellation_iff_twist (N := 4) (by norm_num) (π / 4)).2 ⟨0, by norm_num⟩
  rw [ligandMoment_eq, hg]
  linear_combination ((ρ : ℂ) ^ 4 * g h) * hs
```

## (h) The antiprism with an odd factor

**Task.** Let $N\ge1$, $q=N$, $\varphi=\pi/N$ and $g(-h)=-g(h)$. Show that

$$M_{N,N}=2N\,g(h)\,\rho^N .$$

**Solution.** The sign of $g$ turns the sum of the rings into a difference:

$$M_{N,N}=\rho^N g(h)\left[S_N(N,0)-S_N(N,\pi/N)\right].$$

Here $N\mid N$, while $2N\nmid N$ because $2N>N>0$. By (d) the bracket is $2N$.

The hypothesis on $g$ is `hg`, and `h2` is the statement that $2N$ does not divide $N$. With $N=4$ this is the rank-5 case from the opening.

```lean
/-- In an `N`-gonal antiprism the `q = N` ligand moment is `2N g(h) ρ^N` for an axial factor
that takes opposite values on the two rings. -/
theorem antiprism_odd {N : ℕ} (hN : 0 < N) (g : ℝ → ℂ) (ρ h : ℝ) (hg : g (-h) = -g h) :
    ligandMoment N N g ρ h (π / N) = 2 * N * g h * (ρ : ℂ) ^ N := by
  have h2 : ¬ (2 * N : ℤ) ∣ (N : ℤ) := by
    intro hd
    have hle := Int.le_of_dvd (by exact_mod_cast hN) hd
    omega
  have hs := antiprism_difference hN N
  rw [if_pos (And.intro (dvd_refl _) h2)] at hs
  rw [ligandMoment_eq, hg]
  linear_combination ((ρ : ℂ) ^ N * g h) * hs
```

## (i) The untwisted prism

**Task.** Let $N\ge1$, $q=N$, $\varphi=0$ and $g(-h)=g(h)$. Show that

$$M_{N,N}=2N\,g(h)\,\rho^N .$$

**Solution.** Both rings now have the phase sum $S_N(N,0)=N$ by (a), so (f) gives $\rho^N g(h)(N+N)$. For an even factor, then, the $q=N$ moment of the prism is nonzero whenever $g(h)$ and $\rho$ are.

```lean
/-- In an untwisted `N`-gonal prism the `q = N` ligand moment is `2N g(h) ρ^N` for an axial
factor that takes equal values on the two rings. -/
theorem prism_even {N : ℕ} (hN : 0 < N) (g : ℝ → ℂ) (ρ h : ℝ) (hg : g (-h) = g h) :
    ligandMoment N N g ρ h 0 = 2 * N * g h * (ρ : ℂ) ^ N := by
  have h0 := ringSum_eq hN N 0
  rw [if_pos (dvd_refl _)] at h0
  simp only [ofReal_zero, mul_zero, Complex.exp_zero, mul_one] at h0
  rw [ligandMoment_eq, hg, h0]
  ring

end

end AntiprismCancellation
```

```lean
#print axioms AntiprismCancellation.antiprism_sum
#print axioms AntiprismCancellation.square_antiprism_even
#print axioms AntiprismCancellation.antiprism_odd
#print axioms AntiprismCancellation.prism_even
```

```
'AntiprismCancellation.antiprism_sum' depends on axioms: [propext, Classical.choice, Quot.sound]
'AntiprismCancellation.square_antiprism_even' depends on axioms: [propext, Classical.choice, Quot.sound]
'AntiprismCancellation.antiprism_odd' depends on axioms: [propext, Classical.choice, Quot.sound]
'AntiprismCancellation.prism_even' depends on axioms: [propext, Classical.choice, Quot.sound]
```

## Eight ligands with ρ = 2 and h = 1

Take $N=q=4$ in arbitrary length units, so that $\rho^4=16$. The upper square has azimuths $0^\circ, 90^\circ, 180^\circ, 270^\circ$, and each ligand contributes $(x+iy)^4=16$, in total $64$. In the antiprism the lower square has azimuths $45^\circ, 135^\circ, 225^\circ, 315^\circ$. Each ligand there contributes $16\,e^{i\pi}=-16$, in total $-64$.

| Geometry | $g(z)$ | Upper ring | Lower ring | Moment |
|---|---|---|---|---|
| antiprism | $1$ | $64$ | $-64$ | $0$ |
| antiprism | $z$ | $64$ | $(-1)(-64)=64$ | $128$ |
| prism | $1$ | $64$ | $64$ | $128$ |

Both nonzero entries agree with $2N\,g(h)\,\rho^N=2\cdot4\cdot1\cdot16=128$.
